# Balance of the mean centrifugal force and the mean central force when the radial endpoint terms vanish

The theorem `inverse_cube_eq_mean_force` concerns a real reduced radial function u on r > 0 that solves, in atomic units, the one-particle radial equation u'' = Wu with W = l(l+1)/r² + 2V − 2E. It states that l(l+1)∫u²/r³ dr = ∫V'u² dr, provided that both integrals converge and that Wu² − (u')² tends to zero at the origin and at infinity. Here u need not be normalised; when ∫u² dr is finite and nonzero, dividing by it turns the identity into l(l+1)⟨r⁻³⟩ = ⟨V'⟩, the balance of mean centrifugal and potential forces. The proof gives the endpoint term Wu² − (u')² the value 0 at the origin, and then integrates its derivative, (2V' − 2l(l+1)/r³)u², over the half-line.

The first attempt, which Lean rejects:

```lean
import Mathlib

open MeasureTheory Set Filter Topology

namespace RadialMeanForce

noncomputable section

/-- The coefficient `W(r) = l(l+1)/r² + 2V(r) - 2E` of the radial equation in atomic units. -/
def radialW (l E : ℝ) (V : ℝ → ℝ) (r : ℝ) : ℝ := l * (l + 1) / r ^ 2 + 2 * V r - 2 * E

/-- On the region `s` the reduced radial function `u` has slope `p` and satisfies `u'' = W u`. -/
def IsRadialSolution (s : Set ℝ) (l E : ℝ) (V u p : ℝ → ℝ) : Prop :=
  ∀ r ∈ s, HasDerivWithinAt u (p r) s r ∧ HasDerivWithinAt p (radialW l E V r * u r) s r

/-- The endpoint term `W u² - (u')²`, with `p` standing for `u'`. -/
def endpointTerm (l E : ℝ) (V u p : ℝ → ℝ) (r : ℝ) : ℝ :=
  radialW l E V r * u r ^ 2 - p r ^ 2

/-- Along a radial solution the endpoint term changes at the rate `W' u²`. -/
theorem endpointTerm_deriv {s : Set ℝ} {l E r : ℝ} {V F u p : ℝ → ℝ}
    (hr : r ≠ 0) (hs : r ∈ s) (hV : HasDerivWithinAt V (F r) s r)
    (h : IsRadialSolution s l E V u p) :
    HasDerivWithinAt (endpointTerm l E V u p)
      ((2 * F r - 2 * l * (l + 1) / r ^ 3) * u r ^ 2) s r := by
  obtain ⟨hu, hp⟩ := h r hs
  have hq : HasDerivAt (fun x : ℝ => x ^ 2) (2 * r) r := by simpa using hasDerivAt_pow 2 r
  -- the centrifugal part of W'
  have h1 : HasDerivAt (fun x : ℝ => l * (l + 1) / x ^ 2) (-(2 * l * (l + 1) / r ^ 3)) r := by
    refine ((hasDerivAt_const r (l * (l + 1))).fun_div hq (pow_ne_zero 2 hr)).congr_deriv ?_
    field_simp
    ring
  have hW : HasDerivWithinAt (radialW l E V) (2 * F r - 2 * l * (l + 1) / r ^ 3) s r := by
    refine ((h1.hasDerivWithinAt.fun_add (hV.const_mul 2)).sub_const (2 * E)).congr_deriv ?_
    ring
  have hu2 : HasDerivWithinAt (fun x => u x ^ 2) (2 * u r * p r) s r := by
    simpa using hu.fun_pow 2
  have hp2 : HasDerivWithinAt (fun x => p x ^ 2) (2 * p r * (radialW l E V r * u r)) s r := by
    simpa using hp.fun_pow 2
  -- the two terms 2 W u u' cancel
  refine ((hW.fun_mul hu2).fun_sub hp2).congr_deriv ?_
  ring

/-- For a radial solution on the half-line, if the endpoint term vanishes at the origin and at
infinity and both integrals converge, then `l(l+1)` times the integral of `u²/r³` equals that of `V'
u²`. -/
theorem inverse_cube_eq_mean_force {l E : ℝ} {V F u p : ℝ → ℝ}
    (hV : ∀ r ∈ Ioi (0 : ℝ), HasDerivWithinAt V (F r) (Ioi 0) r)
    (h : IsRadialSolution (Ioi 0) l E V u p)
    (hF : IntegrableOn (fun r => F r * u r ^ 2) (Ioi 0))
    (hR : IntegrableOn (fun r => u r ^ 2 / r ^ 3) (Ioi 0))
    (h0 : Tendsto (endpointTerm l E V u p) (𝓝[>] 0) (𝓝 0))
    (hinf : Tendsto (endpointTerm l E V u p) atTop (𝓝 0)) :
    l * (l + 1) * ∫ r in Ioi (0 : ℝ), u r ^ 2 / r ^ 3 = ∫ r in Ioi (0 : ℝ), F r * u r ^ 2 := by
  -- extend the endpoint term to the origin by its limit
  have hc : ContinuousWithinAt (Function.update (endpointTerm l E V u p) 0 0) (Ici 0) 0 := by
    rw [continuousWithinAt_update_same, Ici_diff_left]
    exact h0
  have hd : ∀ r ∈ Ioi (0 : ℝ), HasDerivAt (Function.update (endpointTerm l E V u p) 0 0)
      (2 * (F r * u r ^ 2) - 2 * l * (l + 1) * (u r ^ 2 / r ^ 3)) r := by
    intro r hr
    have h1 := (endpointTerm_deriv (Set.mem_Ioi.mp hr).ne' hr (hV r hr) h).hasDerivAt
      (Ioi_mem_nhds hr)
    refine (h1.congr_of_eventuallyEq ?_).congr_deriv (by ring)
    filter_upwards [Ioi_mem_nhds hr] with x hx
    exact Function.update_of_ne (Set.mem_Ioi.mp hx).ne' _ _
  have ht : Tendsto (Function.update (endpointTerm l E V u p) 0 0) atTop (𝓝 0) := by
    refine hinf.congr' ?_
    filter_upwards [eventually_gt_atTop (0 : ℝ)] with x hx
    exact (Function.update_of_ne hx.ne' _ _).symm
  have i1 : Integrable (fun r => 2 * (F r * u r ^ 2)) (volume.restrict (Ioi 0)) :=
    Integrable.const_mul hF 2
  have i2 : Integrable (fun r => 2 * l * (l + 1) * (u r ^ 2 / r ^ 3))
      (volume.restrict (Ioi 0)) := Integrable.const_mul hR _
  have key := integral_Ioi_of_hasDerivAt_of_tendsto hc hd (i1.sub i2) ht
  rw [integral_sub i1 i2, integral_const_mul, integral_const_mul, Function.update_self] at key
  linear_combination (-1 / 2) * key

end

end RadialMeanForce
```

The error:

```
Main.lean:57:40: error(lean.unknownIdentifier): Unknown identifier `Ici_diff_left`
```

What went wrong. The message says that Lean finds no declaration under the name `Ici_diff_left`, even with the file's open namespaces, so the rewrite that cites it cannot be carried out.

That rewrite was meant to reconcile two descriptions of the same approach to the origin. Once `continuousWithinAt_update_same` has been applied, the goal is a limit at 0 within `Ici 0 \ {0}`, the points with 0 ≤ x and x ≠ 0. The hypothesis `h0` gives the limit within `Ioi 0`, the points with 0 < x.

The repair drops the missing name and carries `h0` over by an inclusion of sets. For x in `Ici 0 \ {0}`, `hx.1` gives 0 ≤ x and `hx.2` rules out x = 0, so `lt_of_le_of_ne` yields 0 < x. From this inclusion `nhdsWithin_mono` compares the two neighbourhood filters, and `h0.mono_left` then gives the required limit.

After these edits no error is left:

```diff
@@ -55,6 +55,7 @@
   -- extend the endpoint term to the origin by its limit
   have hc : ContinuousWithinAt (Function.update (endpointTerm l E V u p) 0 0) (Ici 0) 0 := by
-    rw [continuousWithinAt_update_same, Ici_diff_left]
-    exact h0
+    rw [continuousWithinAt_update_same]
+    exact h0.mono_left (nhdsWithin_mono 0 fun x hx =>
+      show (0 : ℝ) < x from lt_of_le_of_ne hx.1 (fun e => hx.2 e.symm))
   have hd : ∀ r ∈ Ioi (0 : ℝ), HasDerivAt (Function.update (endpointTerm l E V u p) 0 0)
       (2 * (F r * u r ^ 2) - 2 * l * (l + 1) * (u r ^ 2 / r ^ 3)) r := by
```
